# Powers of the Poisson bidifferential operator vanish beyond the degree of the first polynomial observable

The theorem `poissonPower_eq_zero` concerns observables that are polynomials with complex coefficients in the positions and momenta of finitely many degrees of freedom. It states that the `n`-th power of the Poisson bidifferential operator, applied to `f` and `g` and multiplied out, is zero whenever the total degree of `f` is less than `n`; `g` may be any polynomial observable. The proof first treats the case where `f` is a monomial, by induction on `n`: each derivative either gives zero or lowers the sum of the exponents. It then writes a general `f` as a sum of monomials and uses additivity in the first argument.

In Lean, a first try:

```lean
import Mathlib

open MvPolynomial

namespace MoyalReality

noncomputable section

/-- Polynomial observables on the phase space of `d` degrees of freedom: `Sum.inl i` labels the
position `q_i` and `Sum.inr i` the momentum `p_i`. -/
abbrev Obs (d : ℕ) := MvPolynomial (Fin d ⊕ Fin d) ℂ

variable {d : ℕ}

/-- The `n`-th power of the Poisson bidifferential operator
`∑ i, (∂/∂q_i ⊗ ∂/∂p_i - ∂/∂p_i ⊗ ∂/∂q_i)`, applied to `f` and `g` and multiplied out. -/
def poissonPower : ℕ → Obs d → Obs d → Obs d
  | 0, f, g => f * g
  | n + 1, f, g => ∑ i : Fin d,
      (poissonPower n (pderiv (Sum.inl i) f) (pderiv (Sum.inr i) g)
        - poissonPower n (pderiv (Sum.inr i) f) (pderiv (Sum.inl i) g))

/-- Each Poisson power is additive in its first argument. -/
theorem poissonPower_sum_left (n : ℕ) (s : Finset ((Fin d ⊕ Fin d) →₀ ℕ))
    (F : ((Fin d ⊕ Fin d) →₀ ℕ) → Obs d) (g : Obs d) :
    poissonPower n (∑ x ∈ s, F x) g = ∑ x ∈ s, poissonPower n (F x) g := by
  induction n generalizing F g with
  | zero => simp only [poissonPower, Finset.sum_mul]
  | succ n ih =>
    simp only [poissonPower, map_sum, ih, ← Finset.sum_sub_distrib]
    exact Finset.sum_comm

/-- The `n`-th Poisson power vanishes when `n` exceeds the degree of the first observable. -/
theorem poissonPower_eq_zero (n : ℕ) (f g : Obs d) (h : f.totalDegree < n) :
    poissonPower n f g = 0 := by
  -- for monomials, every derivative lowers the degree or gives zero
  have mono : ∀ (n : ℕ) (s : (Fin d ⊕ Fin d) →₀ ℕ) (a : ℂ) (g : Obs d),
      ∑ x, s x < n → poissonPower n (monomial s a) g = 0 := by
    intro n
    induction n with
    | zero => intro s a g h; exact absurd h (Nat.not_lt_zero _)
    | succ n ih =>
      intro s a g h
      have key : ∀ (x : Fin d ⊕ Fin d) (g' : Obs d),
          poissonPower n (pderiv x (monomial s a)) g' = 0 := by
        intro x g'
        rw [pderiv_monomial]
        by_cases hx : s x = 0
        · have h0 := poissonPower_sum_left n ∅ (fun _ => 0) g'
          rw [Finset.sum_empty, Finset.sum_empty] at h0
          rw [hx, Nat.cast_zero, mul_zero, map_zero, h0]
        · apply ih
          have hlt : ∑ y, (s - Finsupp.single x 1) y < ∑ y, s y :=
            Finset.sum_lt_sum
              (fun y _ => by rw [Finsupp.tsub_apply]; exact Nat.sub_le _ _)
              ⟨x, Finset.mem_univ x, by
                rw [Finsupp.tsub_apply, Finsupp.single_eq_same]; omega⟩
          omega
      simp only [poissonPower, key, sub_self, Finset.sum_const_zero]
  -- a general observable is a sum of monomials
  rw [f.as_sum, poissonPower_sum_left]
  refine Finset.sum_eq_zero fun s hs => mono n s _ g ?_
  have hle := le_totalDegree hs
  rw [Finsupp.sum_fintype _ _ (fun _ => rfl)] at hle
  exact lt_of_le_of_lt hle h

end

end MoyalReality
```

Messages:

```
Main.lean:53:26: error: Function expected at
  s - fun₀ | x => 1
but this term has type
  ?m.173

Note: Expected a function because this term is being applied to the argument
  y
```

After these edits no error is left:

```diff
@@ -51,5 +51,5 @@
           rw [hx, Nat.cast_zero, mul_zero, map_zero, h0]
         · apply ih
-          have hlt : ∑ y, (s - Finsupp.single x 1) y < ∑ y, s y :=
+          have hlt : ∑ y, (s - Finsupp.single x 1 : (Fin d ⊕ Fin d) →₀ ℕ) y < ∑ y, s y :=
             Finset.sum_lt_sum
               (fun y _ => by rw [Finsupp.tsub_apply]; exact Nat.sub_le _ _)
```

What went wrong. The message says that `s - Finsupp.single x 1` is applied to `y` while its type is still the unknown `?m.173`, so Lean cannot tell that it may be used as a function.

The difference is meant to be a finitely supported function, the exponents of the monomial with one taken off at `x`. But Lean's subtraction allows the two operands and the result to have different types, and in `Finsupp.single x 1` the bare numeral `1` does not say in which type the values lie. Nothing outside the parentheses supplies a type either, since the difference stands at the head of an application. The type of the result is therefore still open when Lean comes to apply it to `y`, and without that type it cannot find the coercion from finitely supported functions to ordinary ones.

The repair writes the type `(Fin d ⊕ Fin d) →₀ ℕ` inside the parentheses. This fixes the type of the difference, and with it the numeral as a natural number, before the application, so the coercion is found. The inequality and its proof are otherwise unchanged.
